# For $x=kr\neq 0$, the overlap of a plane wave with the Legendre polynomial $P_l$ is $2\,i^l$ times the spherical Bessel function $j_l(x)$

## Plane wave, angle and coefficients

A plane wave $e^{i\mathbf k\cdot\mathbf r}$ with $\mathbf k\neq 0$ has definite momentum but contains many angular momenta about the origin. The problem is to find how the amplitude of each angular momentum $l$ depends on the radius $r$. Write $x=kr$, with $k=|\mathbf k|$, and let $t$ be the cosine of the angle between $\mathbf k$ and $\mathbf r$. The wave is then $e^{ixt}$ with $-1\le t\le 1$.

For $l=0,1,2,\dots$ define

$$P_l(t)=\frac{1}{2^l\,l!}\frac{d^l}{dt^l}(t^2-1)^l,\qquad J_l(x)=\int_{-1}^{1}e^{ixt}P_l(t)\,dt,\qquad A_l(x)=\frac{(-i)^l}{2}J_l(x).$$

Here $J_l$ is an overlap integral, not the cylindrical Bessel function that usually carries this letter. The coefficient $A_l$ leaves out the factor $(2l+1)\,i^l$ that multiplies it in the usual partial-wave series.

The spherical Bessel functions $j_l$ are defined without reference to the plane wave:

$$j_0=\frac{\sin x}{x},\qquad j_1=\frac{\sin x}{x^2}-\frac{\cos x}{x},\qquad j_{l+2}=\frac{2l+3}{x}\,j_{l+1}-j_l .$$

## The identity and its Lean form

For every $l\ge 0$ and every real $x\ne 0$,

$$A_l+A_{l+2}=\frac{2l+3}{x}A_{l+1},\qquad A_l(x)=j_l(x),\qquad J_l(x)=2\,i^l j_l(x).$$

The first relation is the textbook recurrence $A_{l-1}+A_{l+1}=(2l+1)A_l/x$ for $l\ge1$, with $l$ shifted by one so that no index is subtracted.

In Lean, `legendreP l` is $P_l$ as a real polynomial, `legendreOverlap l x` is $J_l(x)$, `planeWaveCoeff l x` is $A_l(x)$ and `sphericalBessel l x` is $j_l(x)$. The imaginary unit is `I`. The coefficient is complex by type, so its equality with a real number embedded in the complex numbers also says that its imaginary part vanishes. The only hypothesis is `hx : x ≠ 0`, which physically means a nonzero wave vector and a point away from the origin. Negative $x$ is allowed as well.

These coefficients enter when a plane wave is matched to atomic-sphere functions in augmented plane-wave methods; the result concerns the free wave alone, with no potential inside the sphere. The full expansion $e^{ixt}=\sum_l(2l+1)\,i^l j_l(x)P_l(t)$ also needs the orthogonality of the $P_l$, their norm $\int_{-1}^{1}P_l^2\,dt=2/(2l+1)$ and the convergence of the Legendre series to the wave. None of these is proved here.

## Derivation from Rodrigues' formula

**Neighbouring polynomials.** Put $u=t^2-1$. One derivative gives $(u^{l+2})'=2(l+2)\,t\,u^{l+1}$. A second one, with $t^2=u+1$, gives

$$(u^{l+2})''=2(l+2)(2l+3)\,u^{l+1}+4(l+2)(l+1)\,u^l .$$

Take $l$ further derivatives and divide by $2^{l+2}(l+2)!$. The last term becomes $P_l$, so

$$P_{l+2}-P_l=\frac{2l+3}{2^{l+1}(l+1)!}\,\frac{d^l}{dt^l}u^{l+1}.$$

Differentiating once more yields $P'_{l+2}-P'_l=(2l+3)P_{l+1}$. Moreover, each derivative removes at most one factor $u$, so $l$ derivatives of $u^{l+1}$ leave at least one. Hence $P_{l+2}=P_l$ at $t=\pm1$.

**Integration by parts.** The function $G(t)=e^{ixt}(P_{l+2}-P_l)$ vanishes at both endpoints, and

$$G'(t)=ix\,e^{ixt}(P_{l+2}-P_l)+(2l+3)\,e^{ixt}P_{l+1}.$$

Integrating over $[-1,1]$ gives, for all real $x$,

$$(2l+3)J_{l+1}=ix\,(J_l-J_{l+2}).$$

**Phases.** Since $(-i)^{l+2}=-(-i)^l$, for $x\neq0$

$$A_l+A_{l+2}=\frac{(-i)^l}{2}(J_l-J_{l+2})=\frac{(-i)^l}{2}\cdot\frac{-i\,(2l+3)}{x}J_{l+1}=\frac{2l+3}{x}A_{l+1}.$$

**Starting values.** With $P_0=1$,

$$J_0=\frac{e^{ix}-e^{-ix}}{ix}=\frac{2\sin x}{x},\qquad A_0=\frac{\sin x}{x}.$$

With $P_1=t$, the function $e^{ixt}(ixt-1)$ is an antiderivative of $(ix)^2\,t\,e^{ixt}$, so

$$-x^2J_1=e^{ix}(ix-1)+e^{-ix}(ix+1)=2ix\cos x-2i\sin x .$$

Therefore $A_1=-\tfrac{i}{2}J_1=\sin x/x^2-\cos x/x$.

**Induction.** $A_l$ and $j_l$ agree for $l=0,1$ and obey the same two-step recurrence, so they agree for all $l$. Multiplying $A_l=j_l$ by $2\,i^l$ and using $i^l(-i)^l=1$ gives $J_l=2\,i^lj_l$.

## The d-wave coefficient at $x=\pi$

Here $A_0=0$ and $A_1=1/\pi\approx0.318$. The recurrence with $l=0$ gives

$$A_2=\frac{3}{\pi}\cdot\frac1\pi-0=\frac{3}{\pi^2}\approx0.304 .$$

The integral can be done directly with $P_2=(3t^2-1)/2$. The constant term integrates to zero against $e^{i\pi t}$, and $\int_{-1}^1t^2\cos(\pi t)\,dt=-4/\pi^2$. Thus $J_2=\tfrac32\cdot(-4/\pi^2)=-6/\pi^2$, and $A_2=-\tfrac12J_2=3/\pi^2$, as before.

## What goes wrong at $x=0$

At $x=0$ the wave is constant, so $A_0=1$ and $A_1=A_2=0$. The recurrence with $l=0$ would have $1$ on the left and $3\cdot0/0$ on the right. Lean assigns the value $0$ to a division by zero, so without `hx` both this recurrence and the formula for $A_0$ would claim $1=0$. The relation between the overlaps $J_l$ contains no division and needs no such hypothesis. Only the formulas with a division fail at the origin: if $j_l(0)$ is defined as the limit $x\to0$, which is $1$ for $l=0$ and $0$ otherwise, then $A_l=j_l$ holds there too. The Lean file does not cover this case.

## The complete Lean file

```lean
import Mathlib

open Polynomial
open Complex (I)

namespace PlaneWavePartialWaves

noncomputable section

/-- The Legendre polynomial `P_l`, given by Rodrigues' formula. -/
def legendreP (l : ℕ) : ℝ[X] :=
  C (1 / (2 ^ l * (l.factorial : ℝ))) * derivative^[l] ((X ^ 2 - 1) ^ l)

/-- The overlap of the plane wave `exp(ixt)` with `P_l(t)`, where `t` is the cosine of the
angle between wave vector and position. -/
def legendreOverlap (l : ℕ) (x : ℝ) : ℂ :=
  ∫ t in (-1 : ℝ)..1, Complex.exp (I * x * t) * (((legendreP l).eval t : ℝ) : ℂ)

/-- The partial-wave coefficient `A_l(x)`: half the Legendre overlap times `(-i)^l`. -/
def planeWaveCoeff (l : ℕ) (x : ℝ) : ℂ := (-I) ^ l / 2 * legendreOverlap l x

/-- The spherical Bessel function `j_l(x)` for `x ≠ 0`, from its closed forms at `l = 0, 1`
and upward recurrence. -/
def sphericalBessel : ℕ → ℝ → ℝ
  | 0, x => Real.sin x / x
  | 1, x => Real.sin x / x ^ 2 - Real.cos x / x
  | l + 2, x => (2 * l + 3) / x * sphericalBessel (l + 1) x - sphericalBessel l x

/-- The derivative of `(t² - 1)^(n+1)` is `2(n+1) t (t² - 1)^n`. -/
theorem derivative_rodrigues_pow (n : ℕ) :
    derivative ((X ^ 2 - 1 : ℝ[X]) ^ (n + 1)) =
      C (2 * ((n : ℝ) + 1)) * (X * (X ^ 2 - 1) ^ n) := by
  have hu : derivative (X ^ 2 - 1 : ℝ[X]) = C 2 * X := by
    rw [show (C 2 : ℝ[X]) = 2 from map_ofNat C 2, pow_two, derivative_sub, derivative_mul,
      derivative_X, derivative_one]
    ring
  rw [derivative_pow_succ, hu, C_mul]
  ring

/-- `P_(l+2) - P_l` is a multiple of the `l`-th derivative of `(t² - 1)^(l+1)`. -/
theorem legendreP_sub (l : ℕ) :
    legendreP (l + 2) - legendreP l =
      C ((2 * (l : ℝ) + 3) / (2 ^ (l + 1) * ((l + 1).factorial : ℝ))) *
        derivative^[l] ((X ^ 2 - 1) ^ (l + 1)) := by
  -- two of the `l + 2` derivatives are carried out explicitly
  have h2 : derivative (derivative ((X ^ 2 - 1 : ℝ[X]) ^ (l + 1 + 1))) =
      C (2 * ((l : ℝ) + 2) * (2 * l + 3)) * (X ^ 2 - 1) ^ (l + 1) +
        C (4 * ((l : ℝ) + 2) * (l + 1)) * (X ^ 2 - 1) ^ l := by
    rw [derivative_rodrigues_pow, derivative_C_mul, derivative_mul, derivative_X,
      derivative_rodrigues_pow]
    push_cast
    simp only [map_add, map_mul, map_natCast, map_one, map_ofNat]
    ring
  have hD : derivative^[l + 2] ((X ^ 2 - 1 : ℝ[X]) ^ (l + 2)) =
      derivative^[l] (derivative (derivative ((X ^ 2 - 1 : ℝ[X]) ^ (l + 1 + 1)))) := rfl
  have hf : ((l + 2).factorial : ℝ) = (l + 2) * ((l + 1).factorial : ℝ) := by
    rw [Nat.factorial_succ (l + 1)]
    push_cast
    ring
  have hf' : ((l + 1).factorial : ℝ) = (l + 1) * (l.factorial : ℝ) := by
    rw [Nat.factorial_succ l]
    push_cast
    ring
  have e1 : C (1 / (2 ^ (l + 2) * ((l + 2).factorial : ℝ))) *
      C (2 * ((l : ℝ) + 2) * (2 * l + 3)) =
      C ((2 * (l : ℝ) + 3) / (2 ^ (l + 1) * ((l + 1).factorial : ℝ))) := by
    rw [← C_mul, hf, div_mul_eq_mul_div]
    congr 1
    rw [div_eq_div_iff (by positivity) (by positivity)]
    ring
  have e2 : C (1 / (2 ^ (l + 2) * ((l + 2).factorial : ℝ))) *
      C (4 * ((l : ℝ) + 2) * (l + 1)) = C (1 / (2 ^ l * (l.factorial : ℝ))) := by
    rw [← C_mul, hf, hf', div_mul_eq_mul_div]
    congr 1
    rw [div_eq_div_iff (by positivity) (by positivity)]
    ring
  rw [legendreP, legendreP, hD, h2, iterate_map_add, iterate_derivative_C_mul,
    iterate_derivative_C_mul]
  linear_combination derivative^[l] ((X ^ 2 - 1 : ℝ[X]) ^ (l + 1)) * e1 +
    derivative^[l] ((X ^ 2 - 1 : ℝ[X]) ^ l) * e2

/-- The Legendre derivative relation `P'_(l+2) - P'_l = (2l+3) P_(l+1)`. -/
theorem legendreP_derivative (l : ℕ) :
    derivative (legendreP (l + 2)) - derivative (legendreP l) =
      C (2 * (l : ℝ) + 3) * legendreP (l + 1) := by
  have h : derivative (derivative^[l] ((X ^ 2 - 1 : ℝ[X]) ^ (l + 1))) =
      derivative^[l + 1] ((X ^ 2 - 1 : ℝ[X]) ^ (l + 1)) :=
    (Function.iterate_succ_apply' _ _ _).symm
  rw [← derivative_sub, legendreP_sub, derivative_C_mul, h, legendreP, ← mul_assoc, ← C_mul,
    mul_one_div]

/-- At the endpoints `t = ±1` the polynomials `P_(l+2)` and `P_l` agree. -/
theorem legendreP_endpoint (l : ℕ) {t : ℝ} (ht : t ^ 2 = 1) :
    (legendreP (l + 2)).eval t = (legendreP l).eval t := by
  -- each derivative removes at most one factor `t² - 1`
  have hdvd : ∀ (k : ℕ) (p : ℝ[X]), (X ^ 2 - 1) ^ (k + 1) ∣ p →
      (X ^ 2 - 1) ∣ derivative^[k] p := by
    intro k
    induction k with
    | zero => intro p hp; simpa using hp
    | succ k ih =>
      rintro _ ⟨q, rfl⟩
      rw [Function.iterate_succ_apply]
      apply ih
      refine ⟨C (2 * (((k + 1 : ℕ) : ℝ) + 1)) * X * q + (X ^ 2 - 1) * derivative q, ?_⟩
      rw [derivative_mul, derivative_rodrigues_pow]
      ring
  obtain ⟨q, hq⟩ := hdvd l _ dvd_rfl
  have h := congrArg (eval t) (legendreP_sub l)
  rw [hq] at h
  simp only [eval_sub, eval_mul, eval_pow, eval_X, eval_one, eval_C, ht] at h
  linear_combination h

/-- Integration by parts links three neighbouring overlaps, for every real `x`:
`(2l+3) J_(l+1) = ix (J_l - J_(l+2))`. -/
theorem legendreOverlap_recurrence (l : ℕ) (x : ℝ) :
    (2 * (l : ℂ) + 3) * legendreOverlap (l + 1) x =
      I * x * (legendreOverlap l x - legendreOverlap (l + 2) x) := by
  have hi : ∀ (n : ℕ) (c : ℂ), IntervalIntegrable (fun t : ℝ =>
      c * (Complex.exp (I * x * t) * (((legendreP n).eval t : ℝ) : ℂ)))
      MeasureTheory.volume (-1) 1 := fun n c =>
    (continuous_const.mul (Continuous.mul (by fun_prop)
      (Complex.continuous_ofReal.comp (legendreP n).continuous))).intervalIntegrable _ _
  have hG : ∀ t : ℝ, HasDerivAt (fun s : ℝ => Complex.exp (I * x * s) *
      ((((legendreP (l + 2)).eval s : ℝ) : ℂ) - (((legendreP l).eval s : ℝ) : ℂ)))
      (I * x * (Complex.exp (I * x * t) * (((legendreP (l + 2)).eval t : ℝ) : ℂ)) -
        I * x * (Complex.exp (I * x * t) * (((legendreP l).eval t : ℝ) : ℂ)) +
        (2 * (l : ℂ) + 3) *
          (Complex.exp (I * x * t) * (((legendreP (l + 1)).eval t : ℝ) : ℂ))) t := by
    intro t
    have h1 : HasDerivAt (fun s : ℝ => I * x * (s : ℂ)) (I * x) t := by
      simpa using (hasDerivAt_id t).ofReal_comp.const_mul (I * (x : ℂ))
    have hp := fun n : ℕ => ((legendreP n).hasDerivAt t).ofReal_comp
    have hd := congrArg (eval t) (legendreP_derivative l)
    simp only [eval_sub, eval_mul, eval_C] at hd
    have hd' := congrArg (fun r : ℝ => (r : ℂ)) hd
    push_cast at hd'
    refine (h1.cexp.fun_mul ((hp (l + 2)).fun_sub (hp l))).congr_deriv ?_
    linear_combination Complex.exp (I * x * t) * hd'
  have h := intervalIntegral.integral_eq_sub_of_hasDerivAt (fun t _ => hG t)
    (((hi _ _).sub (hi _ _)).add (hi _ _))
  rw [intervalIntegral.integral_add ((hi _ _).sub (hi _ _)) (hi _ _),
    intervalIntegral.integral_sub (hi _ _) (hi _ _)] at h
  -- the boundary terms cancel
  simp only [intervalIntegral.integral_const_mul,
    legendreP_endpoint l (show (1 : ℝ) ^ 2 = 1 by norm_num),
    legendreP_endpoint l (show (-1 : ℝ) ^ 2 = 1 by norm_num), sub_self, mul_zero] at h
  simp only [legendreOverlap]
  linear_combination h

/-- The s-wave coefficient is `A_0(x) = sin x / x` for `x ≠ 0`. -/
theorem planeWaveCoeff_zero {x : ℝ} (hx : x ≠ 0) :
    planeWaveCoeff 0 x = ((Real.sin x / x : ℝ) : ℂ) := by
  have hx' : (x : ℂ) ≠ 0 := Complex.ofReal_ne_zero.mpr hx
  have hc : I * (x : ℂ) ≠ 0 := mul_ne_zero Complex.I_ne_zero hx'
  have hP : legendreP 0 = 1 := by simp [legendreP]
  have e1 : I * x * ((1 : ℝ) : ℂ) = x * I := by push_cast; ring
  have e2 : I * x * ((-1 : ℝ) : ℂ) = -x * I := by push_cast; ring
  have hJ : legendreOverlap 0 x =
      (Complex.exp (-x * I) - Complex.exp (x * I)) * I / x := by
    simp only [legendreOverlap, hP, eval_one, Complex.ofReal_one, mul_one]
    rw [integral_exp_mul_complex hc, e1, e2, div_eq_div_iff hc hx']
    linear_combination (Complex.exp (x * I) - Complex.exp (-x * I)) * x * Complex.I_sq
  rw [planeWaveCoeff, hJ, Complex.ofReal_div, Complex.ofReal_sin, Complex.sin]
  ring

/-- The p-wave coefficient is `A_1(x) = sin x / x² - cos x / x` for `x ≠ 0`. -/
theorem planeWaveCoeff_one {x : ℝ} (hx : x ≠ 0) :
    planeWaveCoeff 1 x = ((Real.sin x / x ^ 2 - Real.cos x / x : ℝ) : ℂ) := by
  have hx' : (x : ℂ) ≠ 0 := Complex.ofReal_ne_zero.mpr hx
  have hP : legendreP 1 = X := by
    have h : derivative^[1] ((X ^ 2 - 1 : ℝ[X]) ^ 1) =
        C (2 * (((0 : ℕ) : ℝ) + 1)) * (X * (X ^ 2 - 1) ^ 0) := derivative_rodrigues_pow 0
    rw [legendreP, h, ← mul_assoc, ← C_mul]
    norm_num
  have e1 : I * x * ((1 : ℝ) : ℂ) = x * I := by push_cast; ring
  have e2 : I * x * ((-1 : ℝ) : ℂ) = -x * I := by push_cast; ring
  -- `exp(ixt) (ixt - 1)` is an antiderivative of `(ix)² exp(ixt) t`
  have h : (I * x) ^ 2 * legendreOverlap 1 x =
      Complex.exp (I * x * ((1 : ℝ) : ℂ)) * (I * x * ((1 : ℝ) : ℂ) - 1) -
        Complex.exp (I * x * ((-1 : ℝ) : ℂ)) * (I * x * ((-1 : ℝ) : ℂ) - 1) := by
    simp only [legendreOverlap, hP, eval_X]
    rw [← intervalIntegral.integral_const_mul]
    refine intervalIntegral.integral_eq_sub_of_hasDerivAt
      (f := fun s : ℝ => Complex.exp (I * x * s) * (I * x * s - 1)) (fun t _ => ?_)
      (Continuous.intervalIntegrable (by fun_prop) _ _)
    have h1 : HasDerivAt (fun s : ℝ => I * x * (s : ℂ)) (I * x) t := by
      simpa using (hasDerivAt_id t).ofReal_comp.const_mul (I * (x : ℂ))
    exact (h1.cexp.fun_mul (h1.sub_const 1)).congr_deriv (by ring)
  rw [e1, e2] at h
  have hs : ((Real.sin x / x ^ 2 - Real.cos x / x : ℝ) : ℂ) =
      (Complex.sin x - x * Complex.cos x) / (x : ℂ) ^ 2 := by
    push_cast
    field_simp
  rw [hs, eq_div_iff (pow_ne_zero 2 hx'), planeWaveCoeff, Complex.sin, Complex.cos]
  linear_combination I / 2 * h + (-I * x ^ 2 * legendreOverlap 1 x / 2 +
    x * (Complex.exp (x * I) + Complex.exp (-x * I)) / 2) * Complex.I_sq

/-- For `x ≠ 0` the partial-wave coefficients obey the spherical Bessel recurrence
`A_l + A_(l+2) = (2l+3) A_(l+1) / x`. -/
theorem planeWaveCoeff_recurrence (l : ℕ) {x : ℝ} (hx : x ≠ 0) :
    planeWaveCoeff l x + planeWaveCoeff (l + 2) x =
      (2 * (l : ℂ) + 3) * planeWaveCoeff (l + 1) x / x := by
  have h := legendreOverlap_recurrence l x
  have p1 : (-I) ^ (l + 1) = (-I) ^ l * -I := pow_succ _ _
  have p2 : (-I) ^ (l + 2) = (-I) ^ l * -1 := by rw [pow_add, neg_sq, Complex.I_sq]
  rw [eq_div_iff (Complex.ofReal_ne_zero.mpr hx)]
  simp only [planeWaveCoeff]
  rw [p1, p2]
  generalize (-I) ^ l = c
  linear_combination c * I / 2 * h +
    c * x / 2 * (legendreOverlap l x - legendreOverlap (l + 2) x) * Complex.I_sq

/-- For every `l` and every real `x ≠ 0`, the partial-wave coefficient `A_l(x)` of the plane
wave is the spherical Bessel function `j_l(x)`. -/
theorem planeWaveCoeff_eq_sphericalBessel {x : ℝ} (hx : x ≠ 0) :
    ∀ l : ℕ, planeWaveCoeff l x = (sphericalBessel l x : ℂ)
  | 0 => by rw [planeWaveCoeff_zero hx, sphericalBessel]
  | 1 => by rw [planeWaveCoeff_one hx, sphericalBessel]
  | l + 2 => by
    have h := planeWaveCoeff_recurrence l hx
    rw [planeWaveCoeff_eq_sphericalBessel hx l,
      planeWaveCoeff_eq_sphericalBessel hx (l + 1)] at h
    rw [sphericalBessel]
    push_cast
    linear_combination h

/-- For `x ≠ 0` the integral of `exp(ixt) P_l(t)` over `[-1, 1]` equals `2 i^l j_l(x)`. -/
theorem legendreOverlap_eq (l : ℕ) {x : ℝ} (hx : x ≠ 0) :
    legendreOverlap l x = 2 * I ^ l * (sphericalBessel l x : ℂ) := by
  have hI : I ^ l * (-I) ^ l = 1 := by
    rw [← mul_pow, mul_neg, Complex.I_mul_I, neg_neg, one_pow]
  rw [← planeWaveCoeff_eq_sphericalBessel hx l, planeWaveCoeff]
  calc legendreOverlap l x = (I ^ l * (-I) ^ l) * legendreOverlap l x := by rw [hI, one_mul]
    _ = 2 * I ^ l * ((-I) ^ l / 2 * legendreOverlap l x) := by
      generalize (-I) ^ l = c
      ring

end

end PlaneWavePartialWaves
```

```lean
#print axioms PlaneWavePartialWaves.planeWaveCoeff_eq_sphericalBessel
#print axioms PlaneWavePartialWaves.legendreOverlap_eq
```

```
'PlaneWavePartialWaves.planeWaveCoeff_eq_sphericalBessel' depends on axioms: [propext, Classical.choice, Quot.sound]
'PlaneWavePartialWaves.legendreOverlap_eq' depends on axioms: [propext, Classical.choice, Quot.sound]
```

## From polynomial identities to the induction

`derivative_rodrigues_pow` is the first derivative of a power of $u$. `legendreP_sub` applies it twice: `h2` is the formula for $(u^{l+2})''$, while `e1` and `e2` check the two prefactors after division by $2^{l+2}(l+2)!$. The closing `linear_combination` assembles them into the formula for $P_{l+2}-P_l$. One more derivative gives `legendreP_derivative`.

`legendreP_endpoint` needs the remaining factor $u$. Its inner claim `hdvd` says that if $u^{k+1}$ divides a polynomial, then $u$ divides its $k$-th derivative. This is proved by induction on $k$ with the product rule. Evaluation at a point with $t^2=1$ then makes the difference vanish.

In `legendreOverlap_recurrence`, `hG` is the derivative of $G$, with `legendreP_derivative` inserted. The fundamental theorem of calculus, `intervalIntegral.integral_eq_sub_of_hasDerivAt`, turns it into an identity between integrals. The integrability facts `hi` allow the integral to be split into three, and the endpoint lemma cancels the boundary terms.

`planeWaveCoeff_zero` uses Mathlib's integral of a complex exponential. `planeWaveCoeff_one` uses the antiderivative given above, then rewrites sine and cosine through exponentials. In both, the terms with `Complex.I_sq` supply $i^2=-1$, which polynomial algebra alone does not know.

`planeWaveCoeff_recurrence` carries out the phase step: `p1` and `p2` reduce all phases to $(-i)^l$, which is then treated as an arbitrary constant `c`. `planeWaveCoeff_eq_sphericalBessel` is the two-step induction, written as a recursive proof with cases `0`, `1` and `l + 2` that calls itself at `l` and `l + 1`. Finally, `legendreOverlap_eq` removes the phase with $i^l(-i)^l=1$.
